# The fourth-order term of cos kt at small t is k⁴t⁴/24

For any real k, the lemma says that (cos kt − 1 + (kt)²/2)/t⁴ tends to k⁴/24 as t tends to 0 through positive values. If t is read as time and k is positive, this is the fourth-order coefficient of an oscillation of angular frequency k and unit amplitude; the statement itself involves no Hamiltonian or quantum state. The attempt writes k = 2m and uses cos 2mt = 1 − 2 sin² mt, which reduces the claim to the limit of (mt − sin mt)/t³, namely m³/6. It seeks that limit by squeezing the difference from m³/6 between bounds that vanish with t.

Lean 4 with Mathlib refuses this proof:

```lean
import Mathlib

open Filter Topology Matrix NormedSpace

namespace CosQuartic

noncomputable section

/-- The quartic Taylor coefficient of `cos kt` at `t = 0` is `k⁴/24`, as a limit from the right. -/
theorem cos_quartic (k : ℝ) :
    Tendsto (fun t : ℝ => (Real.cos (k * t) - 1 + (k * t) ^ 2 / 2) / t ^ 4)
      (𝓝[>] 0) (𝓝 (k ^ 4 / 24)) := by
  obtain ⟨m, hm⟩ : ∃ m, m = k / 2 := ⟨_, rfl⟩
  obtain rfl : k = 2 * m := by linarith
  have hid : Tendsto (fun t : ℝ => t) (𝓝[>] 0) (𝓝 0) := nhdsWithin_le_nhds
  -- cubic term of the sine
  have h0 : Tendsto (fun t : ℝ => (m * t - Real.sin (m * t)) / t ^ 3 - m ^ 3 / 6)
      (𝓝[>] 0) (𝓝 0) := by
    refine squeeze_zero_norm' (a := fun t => |m| ^ 4 * (5 / 96) * t) ?_
      (by simpa using hid.const_mul (|m| ^ 4 * (5 / 96)))
    have hs : Tendsto (fun t : ℝ => |m * t|) (𝓝[>] 0) (𝓝 0) := by
      simpa using (hid.const_mul m).abs
    filter_upwards [hs.eventually_lt_const one_pos, self_mem_nhdsWithin] with t h1 ht
    have ht : 0 < t := ht
    have e : (m * t - Real.sin (m * t)) / t ^ 3 - m ^ 3 / 6 =
        -(Real.sin (m * t) - (m * t - (m * t) ^ 3 / 6)) / t ^ 3 := by
      generalize Real.sin (m * t) = s
      field_simp
      ring
    rw [e, Real.norm_eq_abs, abs_div, abs_neg, abs_of_pos (pow_pos ht 3),
      div_le_iff₀ (pow_pos ht 3)]
    refine (Real.sin_bound h1.le).trans (le_of_eq ?_)
    rw [abs_mul, abs_of_pos ht]
    ring
  have h1 : Tendsto (fun t : ℝ => (m * t - Real.sin (m * t)) / t ^ 3)
      (𝓝[>] 0) (𝓝 (m ^ 3 / 6)) := by simpa using h0.add_const (m ^ 3 / 6)
  have h := (h1.const_mul 2).mul (((hid.pow 2).mul h1).const_sub (2 * m))
  rw [show (2 * m) ^ 4 / 24 = 2 * (m ^ 3 / 6) * (2 * m - 0 ^ 2 * (m ^ 3 / 6)) by ring]
  refine h.congr' ?_
  filter_upwards [self_mem_nhdsWithin] with t ht
  have ht : t ≠ 0 := ne_of_gt ht
  have c : Real.cos (2 * m * t) = 1 - 2 * Real.sin (m * t) ^ 2 := by
    rw [mul_assoc, Real.cos_two_mul]
    linear_combination 2 * Real.sin_sq_add_cos_sq (m * t)
  rw [c]
  generalize Real.sin (m * t) = s
  field_simp
  ring

end

end CosQuartic
```

Compiling this gives:

```
Try this:
  [apply] ring_nf
  
  The `ring` tactic failed to close the goal. Use `ring_nf` to obtain a normal form.
    
  Note that `ring` works primarily in *commutative* rings. If you have a noncommutative ring, abelian group or module, consider using `noncomm_ring`, `abel` or `module` instead.
Main.lean:18:24: error: unsolved goals
m : ℝ
hm : m = 2 * m / 2
hid : Tendsto (fun t => t) (𝓝[>] 0) (𝓝 0)
hs : Tendsto (fun t => |m * t|) (𝓝[>] 0) (𝓝 0)
t : ℝ
h1 : |m * t| < 1
ht✝ : t ∈ Set.Ioi 0
ht : 0 < t
e : (m * t - Real.sin (m * t)) / t ^ 3 - m ^ 3 / 6 = -(Real.sin (m * t) - (m * t - (m * t) ^ 3 / 6)) / t ^ 3
⊢ |m| ^ 5 * t ^ 5 * (1 / 100) = |m| ^ 4 * t ^ 4 * (5 / 96)
Main.lean:36:37: error: Type mismatch: After simplification, term
  Tendsto.add_const (m ^ 3 / 6) h0
 has type
  Tendsto (fun x => (m * x - Real.sin (m * x)) / x ^ 3 - m ^ 3 / 6 + m ^ 3 / 6) (𝓝[>] 0) (𝓝 (m ^ 3 / 6))
but is expected to have type
  Tendsto (fun t => (m * t - Real.sin (m * t)) / t ^ 3) (𝓝[>] 0) (𝓝 (m ^ 3 / 6))
```

After these edits no error is left:

```diff
@@ -11,12 +11,11 @@
     Tendsto (fun t : ℝ => (Real.cos (k * t) - 1 + (k * t) ^ 2 / 2) / t ^ 4)
       (𝓝[>] 0) (𝓝 (k ^ 4 / 24)) := by
-  obtain ⟨m, hm⟩ : ∃ m, m = k / 2 := ⟨_, rfl⟩
-  obtain rfl : k = 2 * m := by linarith
+  obtain ⟨m, rfl⟩ : ∃ m, k = 2 * m := ⟨k / 2, by ring⟩
   have hid : Tendsto (fun t : ℝ => t) (𝓝[>] 0) (𝓝 0) := nhdsWithin_le_nhds
   -- cubic term of the sine
   have h0 : Tendsto (fun t : ℝ => (m * t - Real.sin (m * t)) / t ^ 3 - m ^ 3 / 6)
       (𝓝[>] 0) (𝓝 0) := by
-    refine squeeze_zero_norm' (a := fun t => |m| ^ 4 * (5 / 96) * t) ?_
-      (by simpa using hid.const_mul (|m| ^ 4 * (5 / 96)))
+    refine squeeze_zero_norm' (a := fun t => |m| ^ 5 / 100 * t ^ 2) ?_
+      (by simpa using (hid.pow 2).const_mul (|m| ^ 5 / 100))
     have hs : Tendsto (fun t : ℝ => |m * t|) (𝓝[>] 0) (𝓝 0) := by
       simpa using (hid.const_mul m).abs
@@ -33,6 +32,6 @@
     rw [abs_mul, abs_of_pos ht]
     ring
-  have h1 : Tendsto (fun t : ℝ => (m * t - Real.sin (m * t)) / t ^ 3)
-      (𝓝[>] 0) (𝓝 (m ^ 3 / 6)) := by simpa using h0.add_const (m ^ 3 / 6)
+  have h1 := h0.add_const (m ^ 3 / 6)
+  simp only [sub_add_cancel, zero_add] at h1
   have h := (h1.const_mul 2).mul (((hid.pow 2).mul h1).const_sub (2 * m))
   rw [show (2 * m) ^ 4 / 24 = 2 * (m ^ 3 / 6) * (2 * m - 0 ^ 2 * (m ^ 3 / 6)) by ring]
```

Cause. The first error comes from demanding an equality between two different bounds for the sine. `le_of_eq` requires the bound supplied by `Real.sin_bound` to equal the chosen majorant times `t ^ 3`. The lemma gives |mt|⁵/100, while the majorant was built for |mt|⁴ · 5/96. That is still a true bound here, since |mt| < 1 makes it at least as large as the lemma's, but the two are not equal in general, so `ring` cannot close the goal. The new majorant, `|m| ^ 5 / 100 * t ^ 2`, gives exactly the lemma's bound when multiplied by `t ^ 3`, and it still tends to 0, as `hid.pow 2` helps to show.

The second error comes from adding m³/6 back to the limit. `simpa` simplified the limit value to m³/6 but left `- m ^ 3 / 6 + m ^ 3 / 6` in the function, so the type did not match the one stated. The messages do not show why that pair survived. The repair names `sub_add_cancel` in a `simp only` call, which removes it, while `zero_add` tidies the limit value.

Introducing `m` in one line instead of two is mere tidying.
